# The PZW phase replaces a continuously differentiable vector potential by one built from its magnetic field

Write the kinetic energy of a charge with a vector potential $A=\nabla f$. There is no magnetic field, yet terms linear and quadratic in $A$ appear. In the total kinetic energy a matching phase of the wavefunction compensates for them, but a truncated basis may fail to represent that phase. The Power–Zienau–Woolley (PZW) phase $q\chi/\hbar$, for a charge $q$, removes this gauge-dependent part. For $A$ continuously differentiable on $\mathbb R^3$, with $B=\nabla\times A$ and $\chi(r)=\int_0^1 r\cdot A(sr)\,ds$,

$$A(r)-\nabla\chi(r)=-\int_0^1 s\,r\times B(sr)\,ds .$$

For one spinless particle in a prescribed field, the vector potential then enters the kinetic energy through $B$ alone. If the multipolar wavefunction is expanded in a finite basis, this energy no longer depends on which such $A$ was chosen for a given $B$, though it can still depend on the origin of the rays.

## A prescribed field on all of space

The potential is an ordinary function at one instant, defined everywhere, so every ray from the origin lies in its domain. In molecular QED, $A$ is an operator, and the transformation also shifts the field's conjugate momentum, producing the electric polarization coupling. Passing from this fixed $A$ to the quantised field is the step left to physics.

```lean
import Mathlib

open Matrix ComplexConjugate

namespace MultipolarGauge

noncomputable section

/-- Vectors in three-dimensional space. -/
abbrev Vec := Fin 3 → ℝ
```

Components are numbered 0, 1, 2. `fderiv ℝ A x v` is the derivative of $A$ at $x$ along $v$, and `Pi.single i 1` is the $i$th unit vector.

```lean
/-- The gradient of a scalar field. -/
def grad (f : Vec → ℝ) (x : Vec) : Vec := fun i => fderiv ℝ f x (Pi.single i 1)

/-- The curl of a vector field. -/
def curl (A : Vec → Vec) (x : Vec) : Vec :=
  ![fderiv ℝ A x (Pi.single 1 1) 2 - fderiv ℝ A x (Pi.single 2 1) 1,
    fderiv ℝ A x (Pi.single 2 1) 0 - fderiv ℝ A x (Pi.single 0 1) 2,
    fderiv ℝ A x (Pi.single 0 1) 1 - fderiv ℝ A x (Pi.single 1 1) 0]
```

In the next two definitions, `⬝ᵥ` is the dot product and `⨯₃` the cross product. The origin of the rays is fixed at zero; a molecule centred elsewhere needs shifted coordinates.

```lean
/-- The PZW gauge function: the integral of `A` along the straight line from the origin to `r`. -/
def chi (A : Vec → Vec) (r : Vec) : ℝ := ∫ s in (0:ℝ)..1, r ⬝ᵥ A (s • r)

/-- The multipolar vector potential built from a magnetic field `B`. -/
def multipolarPotential (B : Vec → Vec) (r : Vec) : Vec :=
  -∫ s in (0:ℝ)..1, s • (r ⨯₃ B (s • r))
```

The charge is $q$. The letter $j$ will denote the momentum density $\mathrm{Re}(\psi^*(-i\hbar\nabla\psi))$, which is the mass $m$ times the probability current without its vector-potential term.

```lean
/-- The canonical momentum `-iħ∇` applied to a wavefunction. -/
def momentum (hbar : ℝ) (ψ : Vec → ℂ) (x : Vec) (i : Fin 3) : ℂ :=
  -Complex.I * hbar * fderiv ℝ ψ x (Pi.single i 1)

/-- The kinetic momentum `-iħ∇ - qA` applied to a wavefunction. -/
def kineticMomentum (hbar q : ℝ) (A : Vec → Vec) (ψ : Vec → ℂ) (x : Vec) (i : Fin 3) : ℂ :=
  momentum hbar ψ x i - q * A x i * ψ x

/-- The real momentum density `Re(ψ* (-iħ∇ψ))`. -/
def momentumDensity (hbar : ℝ) (ψ : Vec → ℂ) (x : Vec) : Vec :=
  fun i => (conj (ψ x) * momentum hbar ψ x i).re
```

In the convention used here, $\psi$ is the multipolar wavefunction, and $e^{iq\chi/\hbar}\psi$ is the one that sees $A$.

```lean
/-- The phase factor `exp(iqχ/ħ)` of a gauge function `χ`, for nonzero `ħ`. -/
def phase (hbar q : ℝ) (χ : Vec → ℝ) (x : Vec) : ℂ :=
  Complex.exp (((q / hbar * χ x : ℝ) : ℂ) * Complex.I)
```

## A continuously differentiable potential

Physically, `ContDiff ℝ 1 A` makes $B$ continuous, excluding ideal current sheets and infinitely thin flux lines. By hand, begin with the cross product. For component 0,

$$(r\times B)_0=r_1(\partial_0A_1-\partial_1A_0)-r_2(\partial_2A_0-\partial_0A_2).$$

Adding and subtracting $r_0\partial_0A_0$, and treating the other components alike, gives

$$(r\times B)_i=\sum_k r_k\partial_iA_k-\sum_k r_k\partial_kA_i .$$

`cross_curl` proves this by expanding $r$ in unit vectors and checking three components.

```lean
/-- Component `i` of `r × curl A` is the dot product of `r` with the `i`th partial derivative of
`A`, minus component `i` of the derivative of `A` along `r`. -/
theorem cross_curl (A : Vec → Vec) (r x : Vec) (i : Fin 3) :
    (r ⨯₃ curl A x) i = r ⬝ᵥ fderiv ℝ A x (Pi.single i 1) - fderiv ℝ A x r i := by
  have hr : fderiv ℝ A x r i = ∑ j, r j * fderiv ℝ A x (Pi.single j 1) i := by
    have h : r = ∑ j, r j • (Pi.single j 1 : Vec) := by
      ext k
      simp [Finset.sum_apply, Pi.single_apply]
    conv_lhs => rw [h]
    simp only [map_sum, map_smul, Finset.sum_apply, Pi.smul_apply, smul_eq_mul]
  rw [hr]
  simp only [curl, dotProduct, Fin.sum_univ_three, cross_apply]
  generalize fderiv ℝ A x = L
  fin_cases i <;> simp <;> ring
```

The next two lemmas supply the continuity that makes the integrals well behaved.

```lean
/-- A continuously differentiable vector potential has a continuous magnetic field. -/
theorem continuous_curl {A : Vec → Vec} (hA : ContDiff ℝ 1 A) : Continuous (curl A) := by
  have hD : Continuous (fderiv ℝ A) := hA.continuous_fderiv (by simp)
  have h : ∀ j k : Fin 3, Continuous fun x => fderiv ℝ A x (Pi.single j 1) k :=
    fun j k => (continuous_apply k).comp (hD.clm_apply continuous_const)
  refine continuous_pi fun i => ?_
  fin_cases i
  exacts [(h 1 2).sub (h 2 1), (h 2 0).sub (h 0 2), (h 0 1).sub (h 1 0)]

/-- For a continuous magnetic field, the integrand of the multipolar potential is continuous
along the ray from the origin to `r`. -/
theorem continuous_integrand {B : Vec → Vec} (hB : Continuous B) (r : Vec) :
    Continuous fun s : ℝ => s • (r ⨯₃ B (s • r)) :=
  continuous_id.smul ((crossProduct r).continuous_of_finiteDimensional.comp
    (hB.comp (continuous_id.smul continuous_const)))
```

Differentiating $\chi$ under the integral gives

$$\partial_i\chi(r)=\int_0^1\Big[A_i(sr)+s\sum_k r_k(\partial_iA_k)(sr)\Big]ds .$$

This is where continuity of the derivative matters: it bounds the integrand's derivative for $s\in[0,1]$ and points near $r$. In `grad_chi`, `hdiff` is the product and chain rule, `C` is the bound from compactness, and `key` exchanges derivative and integral.

```lean
/-- For a continuously differentiable `A`, the PZW gauge function is differentiable, and its
gradient is obtained by differentiating under the line integral. -/
theorem grad_chi {A : Vec → Vec} (hA : ContDiff ℝ 1 A) (r : Vec) :
    DifferentiableAt ℝ (chi A) r ∧ ∀ i, grad (chi A) r i =
      ∫ s in (0:ℝ)..1, (A (s • r) i + s * (r ⬝ᵥ fderiv ℝ A (s • r) (Pi.single i 1))) := by
  have hD : Continuous (fderiv ℝ A) := hA.continuous_fderiv (by simp)
  have hA0 : Continuous A := hA.continuous
  let p : Fin 3 → (Vec →L[ℝ] ℝ) := fun i => ContinuousLinearMap.proj i
  let F' : Vec → ℝ → (Vec →L[ℝ] ℝ) := fun x s =>
    ∑ i, (x i • (p i).comp (s • fderiv ℝ A (s • x)) + A (s • x) i • p i)
  have hF' : Continuous fun z : Vec × ℝ => F' z.1 z.2 := by
    have h1 : Continuous fun z : Vec × ℝ => z.2 • z.1 := continuous_snd.smul continuous_fst
    dsimp only [F']
    refine continuous_finsetSum _ fun i _ => ?_
    have hc : Continuous fun _ : Vec × ℝ => p i := continuous_const
    have hx : Continuous fun z : Vec × ℝ => z.1 i := (continuous_apply i).comp continuous_fst
    have ha : Continuous fun z : Vec × ℝ => A (z.2 • z.1) i :=
      (continuous_apply i).comp (hA0.comp h1)
    have hq : Continuous fun z : Vec × ℝ => (p i).comp (z.2 • fderiv ℝ A (z.2 • z.1)) :=
      hc.clm_comp (continuous_snd.smul (hD.comp h1))
    exact (hx.smul hq).add (ha.smul hc)
  have hFr : Continuous (F' r) := hF'.comp (continuous_const.prodMk continuous_id)
  have hcont : ∀ y : Vec, Continuous fun s : ℝ => y ⬝ᵥ A (s • y) := by
    intro y
    simp only [dotProduct]
    fun_prop
  -- product and chain rule for the integrand
  have hdiff : ∀ (s : ℝ) (x : Vec),
      HasFDerivAt (fun y : Vec => y ⬝ᵥ A (s • y)) (F' x s) x := by
    intro s x
    have h0 : HasFDerivAt (fun y : Vec => s • y) (s • ContinuousLinearMap.id ℝ Vec) x :=
      (hasFDerivAt_id x).const_smul s
    have h2 : HasFDerivAt (fun y : Vec => A (s • y)) (s • fderiv ℝ A (s • x)) x :=
      (HasFDerivAt.comp (g := A) x
        (hA.differentiable (by simp) (s • x)).hasFDerivAt h0).congr_fderiv
        (ContinuousLinearMap.ext fun v => by simp)
    have h3 : ∀ i, HasFDerivAt (fun y : Vec => y i * A (s • y) i)
        (x i • (p i).comp (s • fderiv ℝ A (s • x)) + A (s • x) i • p i) x :=
      fun i => (p i).hasFDerivAt.mul ((p i).hasFDerivAt.comp x h2)
    show HasFDerivAt (fun y : Vec => ∑ i, y i * A (s • y) i) _ x
    exact HasFDerivAt.fun_sum fun i _ => h3 i
  -- a uniform bound near `r` comes from compactness
  obtain ⟨C, hC⟩ := ((isCompact_closedBall r 1).prod
    (isCompact_Icc (a := (0:ℝ)) (b := 1))).exists_bound_of_continuousOn hF'.continuousOn
  have key : HasFDerivAt (chi A) (∫ s in (0:ℝ)..1, F' r s) r := by
    refine intervalIntegral.hasFDerivAt_integral_of_dominated_of_fderiv_le
      (F := fun y s => y ⬝ᵥ A (s • y)) (F' := F') (bound := fun _ => C)
      (Metric.closedBall_mem_nhds r one_pos) ?_ ?_ ?_ ?_ ?_ ?_
    · exact .of_forall fun y => (hcont y).aestronglyMeasurable
    · exact (hcont r).intervalIntegrable 0 1
    · exact hFr.aestronglyMeasurable
    · refine .of_forall fun s hs x hx => ?_
      rw [Set.uIoc_of_le zero_le_one] at hs
      exact hC (x, s) ⟨hx, Set.Ioc_subset_Icc_self hs⟩
    · exact continuous_const.intervalIntegrable 0 1
    · exact .of_forall fun s _ x _ => hdiff s x
  refine ⟨key.differentiableAt, fun i => ?_⟩
  show fderiv ℝ (chi A) r (Pi.single i 1) = _
  rw [key.fderiv, ContinuousLinearMap.intervalIntegral_apply (hFr.intervalIntegrable 0 1)]
  refine intervalIntegral.integral_congr fun s _ => ?_
  have hv : ∀ v : Vec, F' r s v =
      ∑ k, (r k * (s * fderiv ℝ A (s • r) v k) + A (s • r) k * v k) := by
    intro v
    simp [F', p, _root_.sum_apply]
  have hi : ∑ k, A (s • r) k * (Pi.single i 1 : Vec) k = A (s • r) i := by
    simp [Pi.single_apply]
  simp only [hv, Finset.sum_add_distrib, hi, dotProduct, Finset.mul_sum]
  rw [add_comm]
  congr 1
  exact Finset.sum_congr rfl fun k _ => by ring
```

Now insert the cross-product identity:

$$\partial_i\chi(r)=\int_0^1\Big[A_i(sr)+s\sum_k r_k(\partial_kA_i)(sr)\Big]ds+\int_0^1s\,(r\times B(sr))_i\,ds .$$

The first integrand is $\frac{d}{ds}[sA_i(sr)]$, so its integral is $A_i(r)$. Rearranging proves the formula. In the code, `hd` is this total derivative, `ftc` integrates it, and `split` separates the magnetic remainder.

```lean
/-- For a continuously differentiable `A`, subtracting the gradient of the PZW gauge function
leaves the multipolar potential of the magnetic field `curl A`. -/
theorem sub_grad_chi {A : Vec → Vec} (hA : ContDiff ℝ 1 A) (r : Vec) :
    A r - grad (chi A) r = multipolarPotential (curl A) r := by
  ext i
  have hD : Continuous (fderiv ℝ A) := hA.continuous_fderiv (by simp)
  have hs : Continuous fun s : ℝ => s • r := continuous_id.smul continuous_const
  have hint := continuous_integrand (continuous_curl hA) r
  have hcomp : multipolarPotential (curl A) r i =
      -∫ s in (0:ℝ)..1, s * (r ⨯₃ curl A (s • r)) i := by
    have h := (ContinuousLinearMap.proj i : Vec →L[ℝ] ℝ).intervalIntegral_comp_comm
      (hint.intervalIntegrable (μ := MeasureTheory.volume) 0 1)
    exact congrArg Neg.neg h.symm
  have h1 : Continuous fun s : ℝ => A (s • r) i + s * fderiv ℝ A (s • r) r i :=
    ((continuous_apply i).comp (hA.continuous.comp hs)).add
      (continuous_id.mul ((continuous_apply i).comp ((hD.comp hs).clm_apply continuous_const)))
  have h2 : Continuous fun s : ℝ => s * (r ⨯₃ curl A (s • r)) i :=
    (continuous_apply i).comp hint
  -- the radial part is the total derivative of `s A(sr)`
  have hd : ∀ s : ℝ, HasDerivAt (fun t : ℝ => t * A (t • r) i)
      (A (s • r) i + s * fderiv ℝ A (s • r) r i) s := by
    intro s
    have h0 : HasDerivAt (fun t : ℝ => t • r) r s := by
      simpa using (hasDerivAt_id' s).smul_const r
    have h3 : HasDerivAt (fun t : ℝ => A (t • r)) (fderiv ℝ A (s • r) r) s :=
      (hA.differentiable (by simp) (s • r)).hasFDerivAt.comp_hasDerivAt s h0
    exact ((hasDerivAt_id' s).mul (hasDerivAt_pi.1 h3 i)).congr_deriv (by simp)
  have ftc : ∫ s in (0:ℝ)..1, (A (s • r) i + s * fderiv ℝ A (s • r) r i) = A r i := by
    rw [intervalIntegral.integral_eq_sub_of_hasDerivAt (fun s _ => hd s)
      (h1.intervalIntegrable 0 1)]
    simp
  have split : ∫ s in (0:ℝ)..1,
      (A (s • r) i + s * (r ⬝ᵥ fderiv ℝ A (s • r) (Pi.single i 1))) =
      (∫ s in (0:ℝ)..1, (A (s • r) i + s * fderiv ℝ A (s • r) r i)) +
        ∫ s in (0:ℝ)..1, s * (r ⨯₃ curl A (s • r)) i := by
    rw [← intervalIntegral.integral_add (h1.intervalIntegrable 0 1) (h2.intervalIntegrable 0 1)]
    refine intervalIntegral.integral_congr fun s _ => ?_
    simp only [cross_curl]
    ring
  rw [Pi.sub_apply, (grad_chi hA r).2 i, hcomp, split, ftc]
  ring
```

Smoothness away from a line is not enough. Take $A=(-y,x,0)/(x^2+y^2)$, set to zero on the $z$ axis. Then $r\cdot A(sr)=0$, so $\chi=0$, and $B=0$ off the axis. For $r$ off the axis the right side vanishes, but $A(r)$ does not.

For a numerical instance, take $A=(0,x^2,0)$, so $B=(0,0,2x)$ and $\chi=x^2y/3$. At $r=(1,2,0)$,

$$A-\nabla\chi=(0,1,0)-(\tfrac43,\tfrac13,0)=(-\tfrac43,\tfrac23,0).$$

On the other side, $r\times B(sr)=(4s,-2s,0)$, and $-\int_0^1 s(4s,-2s,0)\,ds$ is the same vector.

If $B$ is uniform, $\int_0^1s\,ds=\tfrac12$ gives the symmetric-gauge potential $\tfrac12B\times r$.

```lean
/-- In a uniform magnetic field `B` the multipolar potential is `½ B × r`. -/
theorem multipolarPotential_uniform (B r : Vec) :
    multipolarPotential (fun _ => B) r = (1 / 2 : ℝ) • (B ⨯₃ r) := by
  unfold multipolarPotential
  rw [intervalIntegral.integral_smul_const, integral_id, ← cross_anticomm r B, smul_neg]
  norm_num
```

## A continuous magnetic field

Write $a$ for the multipolar potential. Since $j\cdot(r\times B)=-(r\times j)\cdot B$,

$$j\cdot a(r)=\int_0^1 s\,(r\times j)\cdot B(sr)\,ds .$$

Continuity of $B$ lets the proof move the linear map `L`, the dot product with $j$, inside the integral. Integrability along the ray would suffice for this step by hand, so a finite jump in $B$ there does no harm.

```lean
/-- For a continuous magnetic field, the product of a vector `j` with the multipolar potential
is a coupling of the moment `r × j` to the field along the ray to `r`. -/
theorem magnetization_coupling {B : Vec → Vec} (hB : Continuous B) (r j : Vec) :
    j ⬝ᵥ multipolarPotential B r = ∫ s in (0:ℝ)..1, s * ((r ⨯₃ j) ⬝ᵥ B (s • r)) := by
  let L : Vec →L[ℝ] ℝ := ∑ i, j i • (ContinuousLinearMap.proj i : Vec →L[ℝ] ℝ)
  have hL : ∀ v, L v = j ⬝ᵥ v := by
    intro v
    simp [L, dotProduct, _root_.sum_apply]
  unfold multipolarPotential
  rw [dotProduct_neg, ← hL, ← L.intervalIntegral_comp_comm
    ((continuous_integrand hB r).intervalIntegrable 0 1), ← intervalIntegral.integral_neg]
  refine intervalIntegral.integral_congr fun s _ => ?_
  simp only [hL]
  generalize B (s • r) = b
  simp [cross_apply, dotProduct, Fin.sum_univ_three]
  ring
```

## Nonzero ħ and differentiable functions

The constant $\hbar$ converts the action $q\chi$ into a phase. Put $U=e^{iq\chi/\hbar}$. The product rule gives

$$-i\hbar\,\partial_i(U\psi)=U\,(-i\hbar\,\partial_i\psi+q\,(\partial_i\chi)\,\psi).$$

Subtracting $qA_iU\psi$ leaves $U$ times the kinetic momentum with potential $A-\nabla\chi$. In the proof, `h3` is the product rule and `hk` is the cancellation $\hbar(q/\hbar)=q$. At $\hbar=0$ Lean sets $q/\hbar$ to zero, so the phase is 1 and the identity fails wherever $q\psi\nabla\chi\neq0$.

```lean
/-- For nonzero `ħ` and differentiable `χ` and `ψ`, moving the phase `exp(iqχ/ħ)` through the
kinetic momentum replaces `A` by `A - ∇χ`. -/
theorem kineticMomentum_phase {hbar : ℝ} (hh : hbar ≠ 0) (q : ℝ) (A : Vec → Vec)
    {χ : Vec → ℝ} {ψ : Vec → ℂ} {x : Vec} (hχ : DifferentiableAt ℝ χ x)
    (hψ : DifferentiableAt ℝ ψ x) (i : Fin 3) :
    kineticMomentum hbar q A (fun y => phase hbar q χ y * ψ y) x i =
      phase hbar q χ x * kineticMomentum hbar q (fun y => A y - grad χ y) ψ x i := by
  have h1 : HasFDerivAt (fun y => ((q / hbar * χ y : ℝ) : ℂ))
      (Complex.ofRealCLM.comp ((q / hbar) • fderiv ℝ χ x)) x :=
    Complex.ofRealCLM.hasFDerivAt.comp x (hχ.hasFDerivAt.const_mul (q / hbar))
  have h2 : HasFDerivAt (fun y => phase hbar q χ y * ψ y) _ x :=
    (h1.mul_const Complex.I).cexp.mul hψ.hasFDerivAt
  have h3 : fderiv ℝ (fun y => phase hbar q χ y * ψ y) x (Pi.single i 1) =
      phase hbar q χ x * fderiv ℝ ψ x (Pi.single i 1) +
        ψ x * (phase hbar q χ x * (Complex.I * ((q / hbar : ℝ) * (grad χ x i : ℝ)))) := by
    rw [h2.fderiv]
    simp [phase, grad]
  have hk : (hbar : ℂ) * ((q / hbar : ℝ) : ℂ) = q := by
    rw [← Complex.ofReal_mul, mul_div_cancel₀ q hh]
  simp only [kineticMomentum, momentum, h3, Pi.sub_apply, Complex.ofReal_sub]
  linear_combination (phase hbar q χ x * ψ x * (grad χ x i : ℂ)) * hk -
    ((hbar : ℂ) * ((q / hbar : ℝ) : ℂ) * phase hbar q χ x * ψ x * (grad χ x i : ℂ)) *
      Complex.I_sq
```

Differentiability of $\psi$ is required only at the point considered. A Coulomb cusp therefore excludes the nucleus itself, where the momentum has no value, and leaves other points of differentiability available.

With $P_i=-i\hbar\,\partial_i\psi$ and $|U|=1$, each component contributes

$$|P_i-qa_i\psi|^2=|P_i|^2-2q\,a_i\,\mathrm{Re}(\psi^*P_i)+q^2a_i^2|\psi|^2 .$$

Summing over $i$ and using the formula for $j\cdot a$ gives

$$\sum_i|P_i|^2-2q\int_0^1s\,(r\times j)\cdot B(sr)\,ds+q^2|a|^2|\psi|^2 .$$

These are the free, magnetization and diamagnetic terms. The total is $2m$ times the kinetic energy density in its non-negative form. In the final theorem, `hU` states that the phase has modulus one. The step `h` treats each component: `kineticMomentum_phase` moves the phase through, with `grad_chi` supplying differentiability of $\chi$, then `sub_grad_chi` brings in the multipolar potential and the square is expanded. Finally `magnetization_coupling` accounts for the linear term.

```lean
/-- For nonzero `ħ`, continuously differentiable `A` and `ψ` differentiable at `r`, the squared
kinetic momentum density at `r` of `exp(iqχ/ħ) ψ`, with `χ = chi A`, is the free term of `ψ` plus a
magnetization coupling linear in `curl A` and a diamagnetic term quadratic in it. -/
theorem pzw_kinetic_density {hbar : ℝ} (hh : hbar ≠ 0) (q : ℝ) {A : Vec → Vec}
    (hA : ContDiff ℝ 1 A) {ψ : Vec → ℂ} {r : Vec} (hψ : DifferentiableAt ℝ ψ r) :
    ∑ i, Complex.normSq
        (kineticMomentum hbar q A (fun y => phase hbar q (chi A) y * ψ y) r i) =
      ∑ i, Complex.normSq (momentum hbar ψ r i)
      - 2 * q * (∫ s in (0:ℝ)..1, s * ((r ⨯₃ momentumDensity hbar ψ r) ⬝ᵥ curl A (s • r)))
      + q ^ 2 * (multipolarPotential (curl A) r ⬝ᵥ multipolarPotential (curl A) r)
        * Complex.normSq (ψ r) := by
  have hU : Complex.normSq (phase hbar q (chi A) r) = 1 := by
    rw [Complex.normSq_eq_norm_sq, phase, Complex.norm_exp_ofReal_mul_I, one_pow]
  have h : ∀ i, Complex.normSq
      (kineticMomentum hbar q A (fun y => phase hbar q (chi A) y * ψ y) r i) =
      Complex.normSq (momentum hbar ψ r i)
      - 2 * q * (momentumDensity hbar ψ r i * multipolarPotential (curl A) r i)
      + q ^ 2 * (multipolarPotential (curl A) r i * multipolarPotential (curl A) r i)
        * Complex.normSq (ψ r) := by
    intro i
    rw [kineticMomentum_phase hh q A (grad_chi hA r).1 hψ i, Complex.normSq_mul, hU, one_mul]
    simp only [kineticMomentum, momentumDensity]
    rw [sub_grad_chi hA r]
    generalize momentum hbar ψ r i = P
    generalize multipolarPotential (curl A) r i = a
    simp [Complex.normSq_apply]
    ring
  rw [← magnetization_coupling (continuous_curl hA)]
  simp only [h, dotProduct, Fin.sum_univ_three]
  ring

end

end MultipolarGauge
```

```lean
#print axioms MultipolarGauge.continuous_curl
#print axioms MultipolarGauge.multipolarPotential_uniform
#print axioms MultipolarGauge.pzw_kinetic_density
```

```
'MultipolarGauge.continuous_curl' depends on axioms: [propext, Classical.choice, Quot.sound]
'MultipolarGauge.multipolarPotential_uniform' depends on axioms: [propext, Classical.choice, Quot.sound]
'MultipolarGauge.pzw_kinetic_density' depends on axioms: [propext, Classical.choice, Quot.sound]
```
